# IMS localization for matrices on a finite set of sites, with an energy bound in the Hermitian case

A state is modelled as an unnormalised complex vector $u$ on a finite set of sites, an operator as a complex matrix $H$, and localization as sitewise multiplication by a real function. The sites carry no geometry: distance matters only through the entries $H_{ij}$ and the chosen functions. In the code, `n` labels the sites and `ι` the finitely many cutoffs.

```lean
import Mathlib

open Matrix

namespace DiscreteIMS

noncomputable section

variable {n ι : Type*} [Fintype n] [Fintype ι]
```

The expectation is $\langle u,Hu\rangle$, conjugate-linear on the left. It is a complex number, since $H$ need not be Hermitian.

```lean
/-- The expectation `⟨u, H u⟩` of a lattice operator `H` in the (unnormalised) state `u`. -/
def expectation (H : Matrix n n ℂ) (u : n → ℂ) : ℂ := star u ⬝ᵥ (H *ᵥ u)
```

The squared norm is $\|u\|^2=\sum_i|u_i|^2$. For $u\neq0$, the normalised expectation is $\langle u,Hu\rangle/\|u\|^2$.

```lean
/-- The squared norm of a lattice state. -/
def weight (u : n → ℂ) : ℝ := ∑ i, ‖u i‖ ^ 2
```

A cutoff $\chi_a$ turns $u$ into the piece $\chi_a u$, with entries $\chi_a(i)u_i$.

```lean
/-- The state `u` multiplied site by site by a real cutoff function `f`. -/
def cut (f : n → ℝ) (u : n → ℂ) : n → ℂ := fun i => (f i : ℂ) * u i
```

The partition condition is $\sum_a\chi_a(i)^2=1$ at every site $i$.

```lean
/-- The squares of the cutoff functions sum to one at every site. -/
def IsPartition (χ : ι → n → ℝ) : Prop := ∀ i, ∑ a, χ a i ^ 2 = 1
```

The spread $s_{ij}=\sum_a(\chi_a(i)-\chi_a(j))^2$ measures how much the cutoffs change between two sites.

```lean
/-- The total squared change of the cutoff functions between the sites `i` and `j`. -/
def spread (χ : ι → n → ℝ) (i j : n) : ℝ := ∑ a, (χ a i - χ a j) ^ 2
```

## (a) The expectation in matrix elements

Show that
$$\langle u,Hu\rangle=\sum_{i,j}\overline{u_i}\,H_{ij}\,u_j .$$

Since $(Hu)_i=\sum_j H_{ij}u_j$, multiply by $\overline{u_i}$, sum over $i$ and distribute. In Lean, unfolding the definitions does the same.

```lean
/-- The expectation written as a double sum over sites. -/
theorem expectation_eq (H : Matrix n n ℂ) (u : n → ℂ) :
    expectation H u = ∑ i, ∑ j, star (u i) * H i j * u j := by
  simp [expectation, dotProduct, Matrix.mulVec, Finset.mul_sum, mul_assoc]
```

## (b) Spread and overlap

Under the partition condition, express the spread through the overlap of the cutoff values:
$$s_{ij}=2-2\sum_a\chi_a(i)\chi_a(j).$$

Expanding the square gives
$$s_{ij}=\sum_a\chi_a(i)^2+\sum_a\chi_a(j)^2-2\sum_a\chi_a(i)\chi_a(j),$$
and the first two sums are each 1. The expansion is the step `e` in the proof.

```lean
omit [Fintype n] in
/-- For cutoffs whose squares sum to one, the spread between two sites is fixed by the
overlap of the cutoff values there. -/
theorem spread_eq {χ : ι → n → ℝ} (h : IsPartition χ) (i j : n) :
    spread χ i j = 2 - 2 * ∑ a, χ a i * χ a j := by
  have e : spread χ i j = ∑ a, χ a i ^ 2 + ∑ a, χ a j ^ 2 - 2 * ∑ a, χ a i * χ a j := by
    rw [Finset.mul_sum, ← Finset.sum_add_distrib, ← Finset.sum_sub_distrib]
    exact Finset.sum_congr rfl fun a _ => by ring
  rw [e, h i, h j]
  ring
```

## (c) The localization identity

For any complex matrix $H$ and cutoffs satisfying the partition condition, show that
$$\langle u,Hu\rangle=\sum_a\langle\chi_a u,H\chi_a u\rangle+\frac12\sum_{i,j}\overline{u_i}H_{ij}u_j\,s_{ij}.$$

The cutoffs are real, so they pass through the conjugation. By (a),
$$\sum_a\langle\chi_a u,H\chi_a u\rangle=\sum_{i,j}\overline{u_i}H_{ij}u_j\sum_a\chi_a(i)\chi_a(j).$$
By (b), the inner sum is $1-s_{ij}/2$. The 1 reproduces $\langle u,Hu\rangle$, and the remainder is cancelled by the spread term.

The step `hloc` is the displayed equation; the rest compares summands using `spread_eq`. Real symmetric $H$ with real $u$ is a special case. The continuum IMS formula for Schrödinger operators has squared gradients where this identity has squared differences; no continuum limit is taken here.

```lean
/-- **Discrete IMS localization.** For cutoffs whose squares sum to one at every site, the
expectation of `H` is the sum of the expectations in the localized pieces plus a term weighted by
the squared changes of the cutoffs. -/
theorem ims_localization (H : Matrix n n ℂ) {χ : ι → n → ℝ} (h : IsPartition χ) (u : n → ℂ) :
    expectation H u = ∑ a, expectation H (cut (χ a) u)
      + 1 / 2 * ∑ i, ∑ j, star (u i) * H i j * u j * (spread χ i j : ℂ) := by
  -- the localized pieces see each matrix element weighted by the cutoff overlap
  have hloc : ∑ a, expectation H (cut (χ a) u)
      = ∑ i, ∑ j, star (u i) * H i j * u j * ((∑ a, χ a i * χ a j : ℝ) : ℂ) := by
    simp_rw [expectation_eq]
    rw [Finset.sum_comm]
    refine Finset.sum_congr rfl fun i _ => ?_
    rw [Finset.sum_comm]
    refine Finset.sum_congr rfl fun j _ => ?_
    push_cast
    rw [Finset.mul_sum]
    refine Finset.sum_congr rfl fun a _ => ?_
    simp only [cut, Complex.star_def, map_mul, Complex.conj_ofReal]
    ring
  rw [hloc, expectation_eq, Finset.mul_sum, ← Finset.sum_add_distrib]
  refine Finset.sum_congr rfl fun i _ => ?_
  rw [Finset.mul_sum, ← Finset.sum_add_distrib]
  refine Finset.sum_congr rfl fun j _ => ?_
  rw [spread_eq h]
  push_cast
  ring
```

## (d) Double commutators

Let $D_a$ be the diagonal matrix with entries $\chi_a(i)$. Under the partition condition, show that
$$H=\sum_a D_aHD_a+\frac12\sum_a[D_a,[D_a,H]].$$

The $(i,j)$ entry of the double commutator is $(\chi_a(i)-\chi_a(j))^2H_{ij}$. Each $a$ therefore contributes
$$\left(\chi_a(i)\chi_a(j)+\tfrac12(\chi_a(i)-\chi_a(j))^2\right)H_{ij}=\tfrac12\left(\chi_a(i)^2+\chi_a(j)^2\right)H_{ij},$$
and summing over $a$ gives $H_{ij}$. The `calc` block runs this computation from $H_{ij}$ backwards.

```lean
/-- Operator form: for cutoffs whose squares sum to one, `H` is the sum of its localized copies
plus half the sum of its double commutators with the cutoffs. -/
theorem ims_operator [DecidableEq n] (H : Matrix n n ℂ) {χ : ι → n → ℝ} (h : IsPartition χ)
    (D : ι → Matrix n n ℂ) (hD : ∀ a, D a = diagonal fun i => (χ a i : ℂ)) :
    H = ∑ a, D a * H * D a
      + (1 / 2 : ℂ) • ∑ a, (D a * (D a * H - H * D a) - (D a * H - H * D a) * D a) := by
  ext i j
  have hi : ∑ a, (χ a i : ℂ) ^ 2 = 1 := by exact_mod_cast h i
  have hj : ∑ a, (χ a j : ℂ) ^ 2 = 1 := by exact_mod_cast h j
  simp only [hD, Matrix.add_apply, Matrix.smul_apply, Matrix.sum_apply, Matrix.sub_apply,
    Matrix.diagonal_mul, Matrix.mul_diagonal, smul_eq_mul]
  rw [Finset.mul_sum, ← Finset.sum_add_distrib]
  calc H i j = (∑ a, (χ a i : ℂ) ^ 2) * (H i j / 2) + (∑ a, (χ a j : ℂ) ^ 2) * (H i j / 2) := by
        rw [hi, hj]; ring
    _ = _ := by
        rw [Finset.sum_mul, Finset.sum_mul, ← Finset.sum_add_distrib]
        exact Finset.sum_congr rfl fun a _ => by ring
```

## (e) The partition condition recovered

Suppose the identity in (c) holds for every $H$ and every $u$. Deduce that
$$\sum_a\chi_a(i)^2=1\quad\text{for every } i.$$

Take $H$ to be the projector onto site $i$ and $u$ equal to 1 everywhere. The left side is 1 and the pieces contribute $\sum_a\chi_a(i)^2$. The spread term vanishes (`hz`), because $H$ has no off-diagonal entries and $s_{jj}=0$.

```lean
/-- Converse: if the localization identity holds for every operator and every state, the squares
of the cutoffs sum to one at every site. -/
theorem isPartition_of_ims {χ : ι → n → ℝ}
    (h : ∀ (H : Matrix n n ℂ) (u : n → ℂ), expectation H u = ∑ a, expectation H (cut (χ a) u)
      + 1 / 2 * ∑ i, ∑ j, star (u i) * H i j * u j * (spread χ i j : ℂ)) :
    IsPartition χ := by
  classical
  intro i
  -- test on the projector onto site `i`, for which the spread term vanishes
  have h1 := h (diagonal (Pi.single i 1)) 1
  have hz : ∑ j, ∑ k, star ((1 : n → ℂ) j) * (diagonal (Pi.single i 1) : Matrix n n ℂ) j k
      * (1 : n → ℂ) k * (spread χ j k : ℂ) = 0 := by
    refine Finset.sum_eq_zero fun j _ => Finset.sum_eq_zero fun k _ => ?_
    by_cases hjk : j = k
    · subst hjk
      simp [spread]
    · simp [Matrix.diagonal_apply_ne _ hjk]
  rw [hz] at h1
  have h2 : (1 : ℂ) = ∑ a, (χ a i : ℂ) * (χ a i : ℂ) := by
    simpa [expectation, cut, dotProduct, Matrix.mulVec_diagonal, Pi.single_apply] using h1
  have h3 : (1 : ℝ) = ∑ a, χ a i * χ a i := by exact_mod_cast h2
  simp only [sq]
  exact h3.symm
```

## (f) The localization error

Let $H$ be Hermitian, let the partition condition hold, and suppose $\sum_j|H_{ij}|s_{ij}\le2\varepsilon$ for every $i$. Show that
$$\Bigl|\langle u,Hu\rangle-\sum_a\langle\chi_a u,H\chi_a u\rangle\Bigr|\le\varepsilon\|u\|^2 .$$

The constant $2\varepsilon$ bounds the sum of the hopping strengths $|H_{ij}|$ at each site, each weighted by the spread $s_{ij}$ of the cutoffs along that hop. Write $k_{ij}=|H_{ij}|s_{ij}$, which is symmetric because $H$ is Hermitian. By (c) and $2|u_i||u_j|\le|u_i|^2+|u_j|^2$, the error is at most
$$\frac14\sum_{i,j}k_{ij}\left(|u_i|^2+|u_j|^2\right)=\frac12\sum_i|u_i|^2\sum_jk_{ij}\le\varepsilon\|u\|^2 .$$
The steps `h1`, `h2` and `h3` are the bound on products, the use of symmetry and the row-sum estimate.

```lean
/-- For Hermitian `H` and cutoffs whose squares sum to one, if each row sum of `|H i j|` times the
spread is at most `2 ε`, localization changes the expectation by at most `ε` times the squared
norm of the state. -/
theorem localization_error_le {H : Matrix n n ℂ} (hH : H.IsHermitian) {χ : ι → n → ℝ}
    (h : IsPartition χ) {ε : ℝ} (hε : ∀ i, ∑ j, ‖H i j‖ * spread χ i j ≤ 2 * ε) (u : n → ℂ) :
    ‖expectation H u - ∑ a, expectation H (cut (χ a) u)‖ ≤ ε * weight u := by
  have hsym : ∀ i j, ‖H i j‖ * spread χ i j = ‖H j i‖ * spread χ j i := by
    intro i j
    have e1 : ‖H i j‖ = ‖H j i‖ := by rw [← hH.apply i j, norm_star]
    have e2 : spread χ i j = spread χ j i := Finset.sum_congr rfl fun a _ => by ring
    rw [e1, e2]
  -- bound each product of amplitudes by the mean of their squares
  have h1 : ‖∑ i, ∑ j, star (u i) * H i j * u j * (spread χ i j : ℂ)‖
      ≤ ∑ i, ∑ j, (‖H i j‖ * spread χ i j * ‖u i‖ ^ 2 / 2
        + ‖H i j‖ * spread χ i j * ‖u j‖ ^ 2 / 2) := by
    refine (norm_sum_le _ _).trans (Finset.sum_le_sum fun i _ =>
      (norm_sum_le _ _).trans (Finset.sum_le_sum fun j _ => ?_))
    have hs : 0 ≤ spread χ i j := Finset.sum_nonneg fun a _ => sq_nonneg _
    rw [norm_mul, norm_mul, norm_mul, norm_star, Complex.norm_real, Real.norm_of_nonneg hs]
    nlinarith [mul_nonneg (mul_nonneg (norm_nonneg (H i j)) hs) (sq_nonneg (‖u i‖ - ‖u j‖))]
  -- the two halves agree because the weights are symmetric
  have h2 : ∑ i, ∑ j, ‖H i j‖ * spread χ i j * ‖u j‖ ^ 2 / 2
      = ∑ i, ∑ j, ‖H i j‖ * spread χ i j * ‖u i‖ ^ 2 / 2 := by
    rw [Finset.sum_comm]
    exact Finset.sum_congr rfl fun i _ => Finset.sum_congr rfl fun j _ => by rw [hsym j i]
  have h3 : ∑ i, ∑ j, ‖H i j‖ * spread χ i j * ‖u i‖ ^ 2 / 2 ≤ ε * weight u := by
    rw [weight, Finset.mul_sum]
    refine Finset.sum_le_sum fun i _ => ?_
    rw [← Finset.sum_div, ← Finset.sum_mul]
    nlinarith [mul_le_mul_of_nonneg_right (hε i) (sq_nonneg ‖u i‖)]
  simp_rw [Finset.sum_add_distrib] at h1
  rw [h2] at h1
  have h4 : ‖(1 / 2 : ℂ)‖ = 1 / 2 := by norm_num
  rw [ims_localization H h u, add_sub_cancel_left, norm_mul, h4]
  linarith
```

Two sites already attain equality. Let $H_{12}=H_{21}=-t$ with $t>0$, zero diagonal, $u=(1,1)$, and one cutoff equal to the indicator of each site. Then $s_{12}=2$ and $\varepsilon=t$ is allowed. The normalised energy is $-t$, both pieces have energy 0, and the error is $2t=\varepsilon\|u\|^2$.

Without Hermiticity the bound can fail. On six sites, again with indicator cutoffs, let $H_{i1}=1$ for $i=2,\dots,6$ and all other entries vanish. The row sums allow $\varepsilon=1$, but $u=(2,1,1,1,1,1)$ has error 10 and squared norm 9.

## (g) Squared norms of the pieces

Under the partition condition, show that
$$\sum_a\|\chi_a u\|^2=\|u\|^2 .$$

Exchange the sums: site $i$ contributes $|u_i|^2\sum_a\chi_a(i)^2=|u_i|^2$.

```lean
/-- For cutoffs whose squares sum to one, the squared norms of the localized pieces add up to that
of the state. -/
theorem sum_weight_cut {χ : ι → n → ℝ} (h : IsPartition χ) (u : n → ℂ) :
    ∑ a, weight (cut (χ a) u) = weight u := by
  simp only [weight, cut, norm_mul, mul_pow, Complex.norm_real, Real.norm_eq_abs, sq_abs]
  rw [Finset.sum_comm]
  refine Finset.sum_congr rfl fun i _ => ?_
  rw [← Finset.sum_mul, h i, one_mul]
```

## (h) A localized piece of low energy

Keep the hypotheses of (f), and let $u\ne0$ satisfy $\langle u,Hu\rangle\le E\|u\|^2$. Find an $a$ with $\chi_a u\neq0$ and
$$\langle\chi_a u,H\chi_a u\rangle\le(E+\varepsilon)\|\chi_a u\|^2 .$$

Suppose every nonzero piece violates this. By (g) at least one piece is nonzero, and zero pieces contribute nothing to either side. Summing over $a$ gives
$$\sum_a\langle\chi_a u,H\chi_a u\rangle>(E+\varepsilon)\|u\|^2,$$
whereas (f) bounds the left side by $\langle u,Hu\rangle+\varepsilon\|u\|^2\le(E+\varepsilon)\|u\|^2$, a contradiction. In the proof, `hne` supplies the nonzero piece and `hlt` the strict sum. The code takes real parts, which loses nothing for Hermitian $H$.

For non-interacting electrons in a finite tight-binding model with an orthonormal basis, this bounds the energy cost of confining an orbital to the support of some cutoff in the family; the bound need not hold for a cutoff picked in advance. How small that support is depends on the cutoffs chosen; the theorem places no condition on it.

```lean
/-- Let `H` be Hermitian, the squares of the cutoffs sum to one, and each row sum of `|H i j|`
times the spread be at most `2 ε`. If a nonzero state has energy at most `E` per squared norm, one
of its nonzero localized pieces has energy at most `E + ε` per squared norm. -/
theorem exists_localized_state {H : Matrix n n ℂ} (hH : H.IsHermitian) {χ : ι → n → ℝ}
    (h : IsPartition χ) {ε E : ℝ} (hε : ∀ i, ∑ j, ‖H i j‖ * spread χ i j ≤ 2 * ε)
    {u : n → ℂ} (hu : u ≠ 0) (hE : (expectation H u).re ≤ E * weight u) :
    ∃ a, cut (χ a) u ≠ 0 ∧
      (expectation H (cut (χ a) u)).re ≤ (E + ε) * weight (cut (χ a) u) := by
  by_contra! hcon
  -- some localized piece is nonzero, since the squared norms add up
  have hne : ∃ a, cut (χ a) u ≠ 0 := by
    by_contra! h0
    have hw : weight u = 0 := by
      rw [← sum_weight_cut h u]
      exact Finset.sum_eq_zero fun a _ => by simp [h0 a, weight]
    apply hu
    funext i
    have hi := (Finset.sum_eq_zero_iff_of_nonneg fun i _ => sq_nonneg ‖u i‖).1 hw i
      (Finset.mem_univ i)
    simpa using hi
  obtain ⟨b, hb⟩ := hne
  have hlt : ∑ a, (E + ε) * weight (cut (χ a) u)
      < ∑ a, (expectation H (cut (χ a) u)).re := by
    refine Finset.sum_lt_sum (fun a _ => ?_) ⟨b, Finset.mem_univ b, hcon b hb⟩
    by_cases ha : cut (χ a) u = 0
    · simp [ha, weight, expectation]
    · exact (hcon a ha).le
  rw [← Finset.mul_sum, sum_weight_cut h u] at hlt
  have herr := (Complex.abs_re_le_norm _).trans (localization_error_le hH h hε u)
  rw [Complex.sub_re, Complex.re_sum] at herr
  linarith [(abs_le.1 herr).1]

end

end DiscreteIMS
```

```lean
#print axioms DiscreteIMS.ims_localization
#print axioms DiscreteIMS.ims_operator
#print axioms DiscreteIMS.isPartition_of_ims
#print axioms DiscreteIMS.exists_localized_state
```

```
'DiscreteIMS.ims_localization' depends on axioms: [propext, Classical.choice, Quot.sound]
'DiscreteIMS.ims_operator' depends on axioms: [propext, Classical.choice, Quot.sound]
'DiscreteIMS.isPartition_of_ims' depends on axioms: [propext, Classical.choice, Quot.sound]
'DiscreteIMS.exists_localized_state' depends on axioms: [propext, Classical.choice, Quot.sound]
```
